# Nearest-neighbour s-wave KKR: a single real root and a bounded tight-binding error for nonnegative Bloch cosine sum

A root finder applied to a KKR equation can return a number that describes no physical state. Take x = 3 − exp(−x), a case of the equation treated below. It has two real roots, near 2.95 and −1.5, and the negative one belongs to a wave that grows with distance. Replacing x on the right by its single-site value, here 3, gives the tight-binding band to first order in the hopping, but with an unknown error.

Both problems are settled here for identical point scatterers of positive scattering length on a simple cubic lattice, coupled to nearest neighbours only, when the sum of the three Bloch cosines is nonnegative. In the example the sum is −1/2; for negative sums the last theorem singles out one positive root when the spacing is large enough. Within this model, the result bounds the error made by freezing the energy dependence of the hopping.

## The model

```lean
import Mathlib

open Finset

namespace KKRSecular

noncomputable section

variable {q a C x : ℝ}
```

The inverse scattering length q, the spacing a, the cosine sum C and the decay constant x are real numbers.

```lean
/-- The spherical wave `exp (-x r) / r` of energy `-x²`, which decays for `x > 0`, taken at the
neighbour distance `r = a`, for `a ≠ 0`. -/
def wave (a x : ℝ) : ℝ := Real.exp (-(x * a)) / a
```

This is the wave from one site as it arrives at a neighbour, written w(x) below:

w(x) = exp(−xa)/a.

The energy is −x², in units with ħ²/2m = 1.

```lean
/-- The Bloch wave on the simple cubic lattice with phase advance `θ i` per step along axis `i`. -/
def blochWave (θ : Fin 3 → ℝ) (n : Fin 3 → ℤ) : ℂ :=
  Complex.exp (((∑ j, θ j * (n j : ℝ) : ℝ) : ℂ) * Complex.I)
```

A site is an integer triple n, and the Bloch amplitude there is exp(i Σ_j θ_j n_j). The angle θ_j is the crystal momentum along axis j times a.

```lean
/-- The sum of the three Bloch cosines. -/
def blochSum (θ : Fin 3 → ℝ) : ℝ := ∑ i, Real.cos (θ i)
```

So C = cos θ_0 + cos θ_1 + cos θ_2, since Lean counts the axes from 0.

```lean
/-- The nearest-neighbour multiple-scattering equations for s-wave point scatterers of inverse
scattering length `q`: the wave arriving at each site from its six neighbours
balances `x - q` times the amplitude of that site. The spacing `a` is nonzero. -/
def IsScatteringState (q a x : ℝ) (A : (Fin 3 → ℤ) → ℂ) : Prop :=
  ∀ n, ((x - q : ℝ) : ℂ) * A n =
    (wave a x : ℂ) * ∑ i, (A (n + Pi.single i 1) + A (n - Pi.single i 1))
```

`Pi.single i 1` is the unit step along axis i, so the sum runs over six neighbours. The condition comes from the field near site n. Its singular part is A(n)/r, and its constant part is −xA(n) plus the incoming waves. A point scatterer forces the form A(n)(1/r − q), hence

(x − q) A(n) = w(x) Σ_i [A(n + e_i) + A(n − e_i)].

The file takes this equation as its definition. Full KKR would sum over all sites and allow higher partial waves.

```lean
/-- The KKR secular equation `x = q + 2 C exp (-x a) / a`, for `a ≠ 0`. -/
def Secular (q a C x : ℝ) : Prop := x = q + 2 * C * wave a x
```

`Secular` is the proposition that x solves x = q + 2C w(x).

## From the lattice to one equation

```lean
/-- The two neighbours of a site along one axis together carry `2 cos θ` times the Bloch
amplitude of that site. -/
theorem blochWave_neighbours (θ : Fin 3 → ℝ) (n : Fin 3 → ℤ) (i : Fin 3) :
    blochWave θ (n + Pi.single i 1) + blochWave θ (n - Pi.single i 1) =
      2 * (Real.cos (θ i) : ℂ) * blochWave θ n := by
  have hp : ∑ j, θ j * (((n + Pi.single i 1 : Fin 3 → ℤ) j : ℤ) : ℝ) =
      ∑ j, θ j * (n j : ℝ) + θ i := by
    simp [Pi.single_apply, mul_add, Finset.sum_add_distrib]
  have hm : ∑ j, θ j * (((n - Pi.single i 1 : Fin 3 → ℤ) j : ℤ) : ℝ) =
      ∑ j, θ j * (n j : ℝ) - θ i := by
    simp [Pi.single_apply, mul_sub, Finset.sum_sub_distrib]
  unfold blochWave
  rw [hp, hm]
  generalize ∑ j, θ j * (n j : ℝ) = p
  rw [Complex.ofReal_add, Complex.ofReal_sub, add_mul, sub_mul, sub_eq_add_neg,
    Complex.exp_add, Complex.exp_add, Complex.ofReal_cos, Complex.cos, neg_mul]
  ring
```

With p = Σ_j θ_j n_j, a step along axis i changes the phase by ±θ_i, and

exp(i(p + θ_i)) + exp(i(p − θ_i)) = 2 cos θ_i exp(ip).

The facts `hp` and `hm` compute the two phases; the remaining lines split the exponentials and expand the cosine.

```lean
/-- A Bloch wave solves the multiple-scattering equations exactly when `x` solves the KKR
secular equation with `C` the sum of the three Bloch cosines. -/
theorem scattering_iff_secular (q a x : ℝ) (θ : Fin 3 → ℝ) :
    IsScatteringState q a x (blochWave θ) ↔ Secular q a (blochSum θ) x := by
  have hs : ∀ n, ∑ i, (blochWave θ (n + Pi.single i 1) + blochWave θ (n - Pi.single i 1)) =
      2 * (blochSum θ : ℂ) * blochWave θ n := by
    intro n
    simp only [blochWave_neighbours]
    rw [← Finset.sum_mul, ← Finset.mul_sum, blochSum, Complex.ofReal_sum]
  unfold IsScatteringState
  simp only [hs]
  constructor
  · intro h
    have h0 := h 0
    have hne : blochWave θ 0 ≠ 0 := Complex.exp_ne_zero _
    -- the common Bloch amplitude cancels
    have h1 : ((x - q : ℝ) : ℂ) = ((2 * blochSum θ * wave a x : ℝ) : ℂ) := by
      apply mul_right_cancel₀ hne
      rw [h0]
      push_cast
      ring
    have h2 := Complex.ofReal_injective h1
    unfold Secular
    linarith
  · intro h n
    have h1 : x - q = 2 * blochSum θ * wave a x := by
      unfold Secular at h
      linarith
    rw [h1]
    push_cast
    ring
```

Summing over i turns the scattering condition into

(x − q) A(n) = 2C w(x) A(n).

At n = 0 the amplitude is nonzero and cancels, which gives the secular equation. Conversely, multiplying the secular equation by A(n) restores the condition at every site. The two directions are the two bullets after `constructor`.

## The tangent inequality

```lean
lemma wave_pos (ha : 0 < a) (x : ℝ) : 0 < wave a x :=
  div_pos (Real.exp_pos _) ha
```

The wave is positive for a > 0.

```lean
/-- For `a > 0` the neighbour wave, as a function of the decay constant, lies above each of its
tangents. -/
theorem wave_tangent (ha : 0 < a) (x y : ℝ) :
    wave a x * (1 - a * (y - x)) ≤ wave a y := by
  have h := Real.add_one_le_exp (-(a * (y - x)))
  have e : wave a y = wave a x * Real.exp (-(a * (y - x))) := by
    unfold wave
    rw [div_mul_eq_mul_div, ← Real.exp_add]
    congr 2
    ring
  rw [e]
  exact mul_le_mul_of_nonneg_left (by linarith) (wave_pos ha x).le
```

Since w′ = −a w, the left side is the tangent to w at x, evaluated at y. By hand,

w(y) = w(x) exp(−a(y − x)) ≥ w(x) (1 − a(y − x)).

The device behind this is Mathlib's `Real.add_one_le_exp`, which states s + 1 ≤ exp(s) for every real s. It needs no smallness condition and no derivative, so a first-order expansion becomes an inequality valid at any distance. Monotonicity, the error bound and the later chord inequality all follow from it.

```lean
lemma wave_anti (ha : 0 < a) {x y : ℝ} (h : x ≤ y) : wave a y ≤ wave a x := by
  have h1 := wave_tangent ha y x
  have h2 := mul_nonneg (mul_nonneg (wave_pos ha y).le ha.le) (sub_nonneg.2 h)
  nlinarith
```

If x ≤ y, the tangent at y gives w(x) ≥ w(y)(1 + a(y − x)) ≥ w(y), so w does not increase.

```lean
lemma exists_root {u v : ℝ} (huv : u ≤ v) (hu : u ≤ q + 2 * C * wave a u)
    (hv : q + 2 * C * wave a v ≤ v) : ∃ x ∈ Set.Icc u v, Secular q a C x := by
  have hc : Continuous fun x => x - (q + 2 * C * wave a x) := by
    unfold wave
    fun_prop
  have h0 : (0 : ℝ) ∈ Set.Icc (u - (q + 2 * C * wave a u)) (v - (q + 2 * C * wave a v)) :=
    ⟨sub_nonpos.2 hu, sub_nonneg.2 hv⟩
  obtain ⟨x, hx, h⟩ := intermediate_value_Icc huv hc.continuousOn h0
  exact ⟨x, hx, sub_eq_zero.1 h⟩
```

This is the intermediate value theorem for x − q − 2C w(x). If that function is at most 0 at u and at least 0 at v, it vanishes somewhere in [u, v].

## One root, close to the tight-binding value

```lean
/-- For `a > 0` and `C ≥ 0` the secular equation has exactly one real solution. -/
theorem secular_existsUnique (ha : 0 < a) (hC : 0 ≤ C) : ∃! x, Secular q a C x := by
  have hC2 : 0 ≤ 2 * C := by linarith
  have ht := mul_nonneg hC2 (wave_pos ha q).le
  have hle : q ≤ q + 2 * C * wave a q := by linarith
  have htop := mul_le_mul_of_nonneg_left (wave_anti ha hle) hC2
  obtain ⟨x, -, hx⟩ := exists_root (q := q) (a := a) (C := C) hle hle (by linarith)
  -- the right-hand side does not increase with x, so no root is larger than another
  have key : ∀ y z, Secular q a C y → Secular q a C z → y ≤ z := by
    intro y z hy hz
    by_contra hlt
    have h := mul_le_mul_of_nonneg_left (wave_anti ha (not_le.1 hlt).le) hC2
    unfold Secular at hy hz
    linarith [not_le.1 hlt]
  exact ⟨x, hx, fun y hy => le_antisymm (key y x hy hx) (key x y hx hy)⟩
```

`∃!` reads "there is exactly one". Put t = 2C w(q) ≥ 0. At x = q the function above equals −t ≤ 0. At x = q + t it equals t − 2C w(q + t) ≥ 0, because w does not increase. So there is a root in between.

If y and z were roots with z < y, then

y = q + 2C w(y) ≤ q + 2C w(z) = z,

a contradiction. This is `key`, applied in both orders.

```lean
/-- For `a > 0` and `C ≥ 0` a solution `x` is at least `q`, and the first-order value `q + t`
with `t = 2 C exp (-q a) / a` exceeds it by at least `0` and at most `a t²`. -/
theorem secular_error (ha : 0 < a) (hC : 0 ≤ C) (hx : Secular q a C x) :
    q ≤ x ∧ 0 ≤ q + 2 * C * wave a q - x ∧
      q + 2 * C * wave a q - x ≤ a * (2 * C * wave a q) ^ 2 := by
  have hC2 : 0 ≤ 2 * C := by linarith
  unfold Secular at hx
  have hqx : q ≤ x := by linarith [mul_nonneg hC2 (wave_pos ha x).le]
  have h1 := mul_le_mul_of_nonneg_left (wave_anti ha hqx) hC2
  have h2 := mul_le_mul_of_nonneg_left (wave_tangent ha q x) hC2
  have h3 : 2 * C * wave a q * a * (x - q) ≤ 2 * C * wave a q * a * (2 * C * wave a q) :=
    mul_le_mul_of_nonneg_left (by linarith)
      (mul_nonneg (mul_nonneg hC2 (wave_pos ha q).le) ha.le)
  exact ⟨hqx, by linarith, by nlinarith⟩
```

A root satisfies x − q = 2C w(x) ≥ 0. Hence w(x) ≤ w(q), and x ≤ q + t. The tangent at q gives

x ≥ q + t (1 − a(x − q)),

so q + t − x ≤ a t (x − q) ≤ a t². These steps are `hqx`, `h1`, `h2` and `h3`.

```lean
/-- For spacing `a > 0` and a Bloch wave whose cosine sum `C` is nonnegative, the
multiple-scattering equations hold for exactly one real `x`. It is at least `q`, and
`q + 2 C exp (-q a) / a` exceeds it by at least `0` and at most `4 C² exp (-2 q a) / a`. -/
theorem kkr_band (q : ℝ) (ha : 0 < a) (θ : Fin 3 → ℝ) (hC : 0 ≤ blochSum θ) :
    ∃ x, (∀ y, IsScatteringState q a y (blochWave θ) ↔ y = x) ∧ q ≤ x ∧
      0 ≤ q + 2 * blochSum θ * (Real.exp (-(q * a)) / a) - x ∧
      q + 2 * blochSum θ * (Real.exp (-(q * a)) / a) - x ≤
        4 * blochSum θ ^ 2 * Real.exp (-(2 * q * a)) / a := by
  obtain ⟨x, hx, huniq⟩ := secular_existsUnique (q := q) ha hC
  obtain ⟨h1, h2, h3⟩ := secular_error ha hC hx
  have hexp : Real.exp (-(2 * q * a)) = Real.exp (-(q * a)) ^ 2 := by
    rw [sq, ← Real.exp_add]
    congr 1
    ring
  have e : a * (2 * blochSum θ * wave a q) ^ 2 =
      4 * blochSum θ ^ 2 * Real.exp (-(2 * q * a)) / a := by
    rw [hexp, wave]
    linear_combination (4 * blochSum θ ^ 2 * Real.exp (-(q * a)) ^ 2 * a⁻¹) *
      (mul_inv_cancel₀ ha.ne')
  refine ⟨x, fun y => ?_, h1, h2, h3.trans_eq e⟩
  rw [scattering_iff_secular]
  exact ⟨huniq y, fun h => h ▸ hx⟩
```

This joins the lattice condition to the estimates. The clause with `↔ y = x` says that the Bloch wave solves the scattering equations at x and at no other real number. Since a t² = 4C² exp(−2qa)/a,

0 ≤ q + 2C exp(−qa)/a − x ≤ 4C² exp(−2qa)/a.

The sign of q is free, but only x > 0 describes an exponentially decaying wave; q > 0 ensures this.

```lean
/-- For `q, a > 0` and `C ≥ 0` the energy `-x²` of a solution lies between `t²` below and
`2 q a t²` above the tight-binding energy `-q² - 2 q t`, where `t = 2 C exp (-q a) / a`. -/
theorem energy_tight_binding (hq : 0 < q) (ha : 0 < a) (hC : 0 ≤ C) (hx : Secular q a C x) :
    -q ^ 2 - 2 * q * (2 * C * wave a q) - (2 * C * wave a q) ^ 2 ≤ -x ^ 2 ∧
      -x ^ 2 ≤ -q ^ 2 - 2 * q * (2 * C * wave a q) + 2 * q * a * (2 * C * wave a q) ^ 2 := by
  obtain ⟨h1, h2, h3⟩ := secular_error ha hC hx
  generalize 2 * C * wave a q = t at *
  constructor
  · have h4 : x ^ 2 ≤ (q + t) ^ 2 := pow_le_pow_left₀ (by linarith) (by linarith) 2
    nlinarith
  · have h4 := mul_le_mul_of_nonneg_left h3 hq.le
    nlinarith [sq_nonneg (x - q)]
```

For q > 0 the estimate passes to the energy. From x ≤ q + t,

−x² ≥ −q² − 2qt − t².

From (x − q)² ≥ 0 and x − q ≥ t − a t²,

x² ≥ q² + 2q(x − q) ≥ q² + 2qt − 2qa t².

The energy therefore differs from the tight-binding band −q² − 2qt only at second order in t. This is the error within the nearest-neighbour model. The second neighbours left out of it enter with exp(−√2 qa), which at large qa exceeds the factor exp(−2qa) in t².

## Negative cosine sums

```lean
/-- For `a > 0` and a Bloch wave with negative cosine sum `C` such that `-2 C < q a`, the
multiple-scattering equations hold for exactly one positive `x`, and it is at most
`q + 2 C exp (-q a) / a`. -/
theorem kkr_band_negative (ha : 0 < a) (θ : Fin 3 → ℝ) (hC : blochSum θ < 0)
    (hqa : -(2 * blochSum θ) < q * a) :
    ∃ x, 0 < x ∧ x ≤ q + 2 * blochSum θ * wave a q ∧
      ∀ y, 0 < y → (IsScatteringState q a y (blochWave θ) ↔ y = x) := by
  simp only [scattering_iff_secular]
  generalize blochSum θ = C at *
  have hD : 0 ≤ -(2 * C) := by linarith
  have e : wave a 0 * a = 1 := by
    simp [wave, ha.ne']
  have h0 : 0 < q + 2 * C * wave a 0 := by
    have h := mul_lt_mul_of_pos_right hqa (wave_pos ha 0)
    have h' : q * a * wave a 0 = q := by linear_combination q * e
    linarith
  have hq : 0 ≤ q := by linarith [mul_nonneg hD (wave_pos ha 0).le]
  obtain ⟨x, hxI, hx⟩ := exists_root (q := q) (a := a) (C := C) hq h0.le
    (by linarith [mul_nonneg hD (wave_pos ha q).le])
  have hx0 : 0 < x := by
    refine lt_of_le_of_ne hxI.1 fun h => ?_
    rw [← h] at hx
    unfold Secular at hx
    linarith
  -- the tangent at y, evaluated at 0 and z, shows that the wave at y is not above its chord from 0 to z, which excludes a second root
  have key : ∀ y z, 0 < y → Secular q a C y → Secular q a C z → z ≤ y := by
    intro y z hy hsy hsz
    by_contra hlt
    have hyz : 0 < z - y := sub_pos.2 (not_le.1 hlt)
    have t0 := mul_le_mul_of_nonneg_left (wave_tangent ha y 0) hyz.le
    have t1 := mul_le_mul_of_nonneg_left (wave_tangent ha y z) hy.le
    have chord : z * wave a y ≤ (z - y) * wave a 0 + y * wave a z := by nlinarith
    have h := mul_le_mul_of_nonneg_left chord hD
    have hp := mul_pos hyz h0
    unfold Secular at hsy hsz
    have ey : z * (2 * C * wave a y) = z * (y - q) := by
      linear_combination -z * hsy
    have ez : y * (2 * C * wave a z) = y * (z - q) := by
      linear_combination -y * hsz
    nlinarith
  refine ⟨x, hx0, ?_, fun y hy => ⟨fun h => ?_, fun h => h ▸ hx⟩⟩
  · have h := mul_le_mul_of_nonneg_left (wave_anti ha hxI.2) hD
    unfold Secular at hx
    linarith
  · exact le_antisymm (key x y hx0 hx h) (key y x hy h hx)

end

end KKRSecular
```

Now let C < 0 and D = −2C, with D < qa. This makes the right side of the secular equation positive at x = 0. Without it there can be two positive roots, as for x = 2.9 − 3 exp(−x), where a = 1 and D = 3. If qa > 6, this holds for every negative C.

The right side q − D w(x) is positive at x = 0 and at most q at x = q, so a root lies in (0, q]. For 0 < y < z, the tangent at y, evaluated at 0 and z with weights z − y and y, gives the chord inequality

z w(y) ≤ (z − y) w(0) + y w(z).

If y and z were both roots, multiplying by D and inserting D w(y) = q − y and D w(z) = q − z would give q ≤ D/a, a contradiction. So the positive root is unique. Since x ≤ q implies w(x) ≥ w(q), it also satisfies x ≤ q + 2C w(q). For negative C the theorem gives this one-sided comparison and no error size.

```lean
#print axioms KKRSecular.kkr_band
#print axioms KKRSecular.energy_tight_binding
#print axioms KKRSecular.kkr_band_negative
```

```
'KKRSecular.kkr_band' depends on axioms: [propext, Classical.choice, Quot.sound]
'KKRSecular.energy_tight_binding' depends on axioms: [propext, Classical.choice, Quot.sound]
'KKRSecular.kkr_band_negative' depends on axioms: [propext, Classical.choice, Quot.sound]
```
